# The universal anisotropy index of a positive definite stiffness is non-negative, and zero exactly for isotropy

Once the elastic constants of a crystal have been computed, a common next step is to form the Voigt and Reuss averages of its bulk and shear moduli and to combine them into the universal anisotropy index. Reading a zero index as "isotropic" rests on the result below, which concerns linear elasticity with a positive definite stiffness.

The stiffness $C$ is a real $6\times6$ matrix in Mandel notation, and $C^{-1}$ is the compliance. Shear components of stress and strain carry a factor $\sqrt2$, so the usual Voigt entry $C_{44}$ appears doubled and $C_{14}$ is multiplied by $\sqrt2$. Parts (a) to (e) hold over any finite index set `n`; the elastic matrices use `Fin 6`, numbered from 0.

```lean
import Mathlib

open Matrix

namespace UniversalAnisotropy

noncomputable section

variable {n : Type*} [Fintype n] [DecidableEq n]
```

The second-rank identity tensor becomes the vector $\delta=(1,1,1,0,0,0)^T$.

```lean
/-- The second-rank identity tensor as a vector in Mandel notation. -/
def identityTensor : Fin 6 → ℝ := ![1, 1, 1, 0, 0, 0]
```

The hydrostatic projector is $J=\delta\delta^T/3$.

```lean
/-- The hydrostatic projector `J`, which keeps the volumetric part of a strain. -/
def hydrostatic : Matrix (Fin 6) (Fin 6) ℝ :=
  Matrix.of fun i j => identityTensor i * identityTensor j / 3
```

The deviatoric projector is $K=1-J$. Without a subscript, $K$ is always this projector; $K_V$ and $K_R$ are bulk moduli.

```lean
/-- The deviatoric projector `K = 1 - J`, which keeps the traceless part of a strain. -/
def deviatoric : Matrix (Fin 6) (Fin 6) ℝ := 1 - hydrostatic
```

The index is $A=\mathrm{tr}(JC)\,\mathrm{tr}(JC^{-1})+\tfrac15\mathrm{tr}(KC)\,\mathrm{tr}(KC^{-1})-6$.

```lean
/-- The universal anisotropy index of an invertible Mandel stiffness matrix `C`. -/
def anisotropyIndex (C : Matrix (Fin 6) (Fin 6) ℝ) : ℝ :=
  (hydrostatic * C).trace * (hydrostatic * C⁻¹).trace
    + (deviatoric * C).trace * (deviatoric * C⁻¹).trace / 5 - 6
```

The Voigt moduli (uniform strain) and Reuss moduli (uniform stress) are
$$K_V=\tfrac13\mathrm{tr}(JC),\quad K_R=\frac{1}{3\,\mathrm{tr}(JC^{-1})},\quad G_V=\tfrac1{10}\mathrm{tr}(KC),\quad G_R=\frac{5}{2\,\mathrm{tr}(KC^{-1})}.$$

```lean
/-- The Voigt (uniform strain) average of the bulk modulus. -/
def bulkVoigt (C : Matrix (Fin 6) (Fin 6) ℝ) : ℝ := (hydrostatic * C).trace / 3

/-- The Reuss (uniform stress) average of the bulk modulus, for invertible `C` with
`tr (J C⁻¹) ≠ 0`. -/
def bulkReuss (C : Matrix (Fin 6) (Fin 6) ℝ) : ℝ := 1 / (3 * (hydrostatic * C⁻¹).trace)

/-- The Voigt (uniform strain) average of the shear modulus. -/
def shearVoigt (C : Matrix (Fin 6) (Fin 6) ℝ) : ℝ := (deviatoric * C).trace / 10

/-- The Reuss (uniform stress) average of the shear modulus, for invertible `C` with
`tr (K C⁻¹) ≠ 0`. -/
def shearReuss (C : Matrix (Fin 6) (Fin 6) ℝ) : ℝ := 5 / (2 * (deviatoric * C⁻¹).trace)
```

Below, $C$ is positive definite and $P$ is an orthogonal projector: $P^2=P=P^T$. In Lean, `PosDef` includes symmetry; for a stiffness it says that every nonzero strain stores positive energy.

## (a) Energy summed over columns

Show that for positive definite $S$ and $M\neq0$,
$$\mathrm{tr}(M^TSM)>0.$$

Here the energy of a vector $x$ means $x^TSx$, without the factor $\tfrac12$ of the elastic energy density. Let $m_j$ be the columns of $M$. The trace is $\sum_j m_j^TSm_j$. No term is negative, and a nonzero column gives a positive one. In the code, `e` is this column sum and `Finset.sum_pos'` concludes.

```lean
omit [DecidableEq n] in
/-- For a positive definite `S`, the quadratic form `xᵀ S x` summed over the columns `x` of a
nonzero matrix `M` is positive. -/
theorem energy_pos {S M : Matrix n n ℝ} (hS : S.PosDef) (hM : M ≠ 0) :
    0 < (Mᵀ * (S * M)).trace := by
  have hpos : ∀ x : n → ℝ, x ≠ 0 → 0 < x ⬝ᵥ S *ᵥ x := fun x hx => by
    simpa only [star_trivial] using hS.dotProduct_mulVec_pos hx
  have hnn : ∀ x : n → ℝ, 0 ≤ x ⬝ᵥ S *ᵥ x := fun x => by
    rcases eq_or_ne x 0 with rfl | hx
    · simp
    · exact (hpos x hx).le
  obtain ⟨j, hj⟩ : ∃ j, (fun i => M i j) ≠ 0 := by
    by_contra! h
    exact hM (by ext i j; exact congrFun (h j) i)
  -- the trace is the sum of `xᵀ S x` over the columns `x` of `M`
  have e : (Mᵀ * (S * M)).trace = ∑ j, (fun i => M i j) ⬝ᵥ S *ᵥ (fun i => M i j) := by
    simp [Matrix.trace, Matrix.mul_apply, dotProduct, Matrix.mulVec]
  rw [e]
  exact Finset.sum_pos' (fun j _ => hnn _) ⟨j, Finset.mem_univ j, hpos _ hj⟩
```

## (b) Positive projected traces

Show that for positive definite $A'$ (`A` in Lean) and $P\neq0$,
$$\mathrm{tr}(PA')>0.$$

Put $M=P$, $S=A'$ in (a): $0<\mathrm{tr}(PA'P)=\mathrm{tr}(A'P^2)=\mathrm{tr}(PA')$.

```lean
omit [DecidableEq n] in
/-- A positive definite matrix has positive trace on the range of a nonzero orthogonal
projector `P`. -/
theorem projected_trace_pos {A P : Matrix n n ℝ} (hA : A.PosDef) (hP : P * P = P)
    (hPt : Pᵀ = P) (h0 : P ≠ 0) : 0 < (P * A).trace := by
  have h := energy_pos hA h0
  rwa [hPt, Matrix.trace_mul_comm, mul_assoc, hP, Matrix.trace_mul_comm] at h
```

## (c) Energy of a residual matrix

For real $s,p$ and $M=(sC-p)P$, show that
$$\mathrm{tr}(M^TC^{-1}M)=s^2\,\mathrm{tr}(PC)-2sp\,\mathrm{tr}P+p^2\,\mathrm{tr}(PC^{-1}).$$

Since $C$ is symmetric,
$$M^TC^{-1}M=P(sC-p)C^{-1}(sC-p)P=P(s^2C-2sp+p^2C^{-1})P.$$
Take the trace, move one $P$ round cyclically and use $P^2=P$. Here `h3` expands the middle product and `hM` places it between the projectors.

```lean
/-- The quadratic form of `C⁻¹`, summed over the columns of `(s C - p) P` and expanded in projected
traces, for positive definite `C` and an orthogonal projector `P`. -/
theorem residual_energy {C P : Matrix n n ℝ} (hC : C.PosDef) (hP : P * P = P)
    (hPt : Pᵀ = P) (s p : ℝ) :
    (((s • C - p • (1 : Matrix n n ℝ)) * P)ᵀ *
      (C⁻¹ * ((s • C - p • (1 : Matrix n n ℝ)) * P))).trace
      = s ^ 2 * (P * C).trace - 2 * s * p * P.trace + p ^ 2 * (P * C⁻¹).trace := by
  have hT : Cᵀ = C := by
    have h := hC.isHermitian.eq
    rwa [Matrix.conjTranspose_eq_transpose_of_trivial] at h
  have h1 : C * C⁻¹ = 1 := Matrix.mul_nonsing_inv C hC.det_pos.ne'.isUnit
  have h2 : C⁻¹ * C = 1 := Matrix.nonsing_inv_mul C hC.det_pos.ne'.isUnit
  have h3 : (s • C - p • (1 : Matrix n n ℝ)) * C⁻¹ * (s • C - p • (1 : Matrix n n ℝ))
      = s ^ 2 • C - (2 * s * p) • (1 : Matrix n n ℝ) + p ^ 2 • C⁻¹ := by
    simp only [sub_mul, mul_sub, smul_mul_assoc, mul_smul_comm, h1, h2, one_mul, mul_one]
    module
  have hM : ((s • C - p • (1 : Matrix n n ℝ)) * P)ᵀ *
      (C⁻¹ * ((s • C - p • (1 : Matrix n n ℝ)) * P))
      = P * (s ^ 2 • C - (2 * s * p) • (1 : Matrix n n ℝ) + p ^ 2 • C⁻¹) * P := by
    rw [← h3, Matrix.transpose_mul, Matrix.transpose_sub, Matrix.transpose_smul,
      Matrix.transpose_smul, Matrix.transpose_one, hT, hPt]
    simp only [Matrix.mul_assoc]
  -- cyclicity of the trace merges the two projectors
  rw [hM, Matrix.trace_mul_comm (P * _) P, ← Matrix.mul_assoc, hP]
  simp only [mul_add, mul_sub, mul_smul_comm, mul_one, Matrix.trace_add, Matrix.trace_sub,
    Matrix.trace_smul, smul_eq_mul]
```

## (d) A lower bound on stiffness times compliance

Show that
$$(\mathrm{tr}P)^2\le\mathrm{tr}(PC)\,\mathrm{tr}(PC^{-1}).$$

For $P=0$ both sides vanish. Otherwise choose $s=\mathrm{tr}(PC^{-1})$ and $p=\mathrm{tr}P$ in (c); then $s>0$ by (b). The energy becomes
$$s^2\,\mathrm{tr}(PC)-2sp^2+p^2s=s\,[\,s\,\mathrm{tr}(PC)-p^2\,].$$
It is zero if $M=0$ and positive otherwise, by (a). Divide by $s$. The sign of the product is `hnn`.

```lean
/-- For positive definite `C` and an orthogonal projector `P`, the projected traces of
stiffness and compliance have a product of at least `(tr P)²`. -/
theorem sq_trace_le {C P : Matrix n n ℝ} (hC : C.PosDef) (hP : P * P = P) (hPt : Pᵀ = P) :
    P.trace ^ 2 ≤ (P * C).trace * (P * C⁻¹).trace := by
  rcases eq_or_ne P 0 with rfl | h0
  · simp
  have hs := projected_trace_pos hC.inv hP hPt h0
  have key := residual_energy hC hP hPt (P * C⁻¹).trace P.trace
  have hnn : 0 ≤ (P * C⁻¹).trace * ((P * C).trace * (P * C⁻¹).trace - P.trace ^ 2) := by
    rcases eq_or_ne (((P * C⁻¹).trace • C - P.trace • (1 : Matrix n n ℝ)) * P) 0 with h | h
    · rw [h] at key
      simp only [mul_zero, Matrix.trace_zero] at key
      linarith
    · have := energy_pos hC.inv h
      linarith
  linarith [nonneg_of_mul_nonneg_right hnn hs]
```

## (e) When the bound is sharp

Show that
$$\mathrm{tr}(PC)\,\mathrm{tr}(PC^{-1})=(\mathrm{tr}P)^2\iff CP=cP\text{ for some real }c.$$

For $P=0$ both statements hold. Otherwise equality makes the energy in (d) zero, so $M=0$ by (a), which Lean reaches by contradiction. Thus $sCP=pP$ and $c=p/s$. Conversely, $CP=cP$ gives $\mathrm{tr}(PC)=cp$, and multiplying by $C^{-1}$ gives $p=cs$. The product is $cps=p^2$.

```lean
/-- For positive definite `C` and an orthogonal projector `P`, the trace bound is an
equality exactly when `C` acts as a scalar on the range of `P`. -/
theorem trace_eq_iff {C P : Matrix n n ℝ} (hC : C.PosDef) (hP : P * P = P) (hPt : Pᵀ = P) :
    (P * C).trace * (P * C⁻¹).trace = P.trace ^ 2 ↔ ∃ c : ℝ, C * P = c • P := by
  constructor
  · intro h
    rcases eq_or_ne P 0 with rfl | h0
    · exact ⟨0, by simp⟩
    have hs := projected_trace_pos hC.inv hP hPt h0
    -- equality makes the residual matrix vanish
    have hM : ((P * C⁻¹).trace • C - P.trace • (1 : Matrix n n ℝ)) * P = 0 := by
      by_contra hne
      have h1 := energy_pos hC.inv hne
      rw [residual_energy hC hP hPt] at h1
      have h2 : (P * C⁻¹).trace ^ 2 * (P * C).trace - 2 * (P * C⁻¹).trace * P.trace * P.trace
          + P.trace ^ 2 * (P * C⁻¹).trace = 0 := by
        linear_combination (P * C⁻¹).trace * h
      linarith
    rw [sub_mul, smul_mul_assoc, smul_mul_assoc, one_mul, sub_eq_zero] at hM
    refine ⟨P.trace / (P * C⁻¹).trace, ?_⟩
    rw [div_eq_inv_mul, mul_smul, ← hM, smul_smul, inv_mul_cancel₀ hs.ne', one_smul]
  · rintro ⟨c, h⟩
    have h1 : (P * C).trace = c * P.trace := by
      rw [Matrix.trace_mul_comm, h, Matrix.trace_smul, smul_eq_mul]
    have h2 : P.trace = c * (P * C⁻¹).trace := by
      calc P.trace = (C⁻¹ * (C * P)).trace := by
            rw [← mul_assoc, Matrix.nonsing_inv_mul C hC.det_pos.ne'.isUnit, one_mul]
        _ = c * (P * C⁻¹).trace := by
            rw [h, mul_smul_comm, Matrix.trace_smul, smul_eq_mul, Matrix.trace_mul_comm]
    rw [h1]
    linear_combination (-P.trace) * h2
```

## (f) The two elastic projectors

Show that $J$ and $K$ are orthogonal projectors with
$$\mathrm{tr}J=1,\qquad \mathrm{tr}K=5.$$

Both are symmetric. From $\delta^T\delta=3$ follow $J^2=\delta(\delta^T\delta)\delta^T/9=J$ and $\mathrm{tr}J=1$. Then $K^2=1-2J+J^2=K$ and $\mathrm{tr}K=6-1$. Lean sums the six components for $J$ and deduces the rest.

```lean
/-- `J` and `K` are orthogonal projectors, of trace one and five. -/
theorem projector_witness :
    hydrostatic * hydrostatic = hydrostatic ∧ hydrostaticᵀ = hydrostatic ∧
    hydrostatic.trace = 1 ∧ deviatoric * deviatoric = deviatoric ∧
    deviatoricᵀ = deviatoric ∧ deviatoric.trace = 5 := by
  have d0 : identityTensor 0 = 1 := rfl
  have d1 : identityTensor 1 = 1 := rfl
  have d2 : identityTensor 2 = 1 := rfl
  have d3 : identityTensor 3 = 0 := rfl
  have d4 : identityTensor 4 = 0 := rfl
  have d5 : identityTensor 5 = 0 := rfl
  have J2 : hydrostatic * hydrostatic = hydrostatic := by
    ext i j
    simp only [hydrostatic, Matrix.mul_apply, Matrix.of_apply, Fin.sum_univ_six,
      d0, d1, d2, d3, d4, d5]
    ring
  have Jt : hydrostaticᵀ = hydrostatic := by
    ext i j
    simp only [hydrostatic, Matrix.transpose_apply, Matrix.of_apply]
    ring
  have Jtr : hydrostatic.trace = 1 := by
    simp only [hydrostatic, Matrix.trace, Matrix.diag_apply, Matrix.of_apply,
      Fin.sum_univ_six, d0, d1, d2, d3, d4, d5]
    norm_num
  refine ⟨J2, Jt, Jtr, ?_, ?_, ?_⟩
  · simp only [deviatoric, sub_mul, mul_sub, one_mul, mul_one, J2, sub_self, sub_zero]
  · rw [deviatoric, Matrix.transpose_sub, Matrix.transpose_one, Jt]
  · rw [deviatoric, Matrix.trace_sub, Matrix.trace_one, Jtr, Fintype.card_fin]
    norm_num
```

## (g) Sign and zeros of the index

Show that
$$A\ge0,\qquad A=0\iff C=aJ+bK\text{ for some real }a,b.$$

By (d), the two trace products are at least $1$ and $25$, so $A\ge1+5-6=0$. If $A=0$, both bounds are sharp, and (e) gives $CJ=aJ$, $CK=bK$. Hence $C=C(J+K)=aJ+bK$. Conversely, $JK=KJ=0$ returns these two relations, and (e) gives $A=1+5-6=0$.

Symmetry and invertibility alone do not ensure $A\ge0$. For $C=\mathrm{diag}(1,1,1,1,1,-1)$, which is unstable to one shear, $C^{-1}=C$, $\mathrm{tr}(JC)=1$ and $\mathrm{tr}(KC)=3$, so $A=1+\tfrac95-6=-\tfrac{16}5$.

The link to a real crystal is the tensor algebra of rotations, taken over here: it identifies $aJ+bK$ with the rotation-invariant stiffnesses and the trace formulas with orientation averages.

```lean
/-- The universal anisotropy index of a positive definite stiffness is nonnegative, and it
vanishes exactly when the stiffness is isotropic, `C = a J + b K`. -/
theorem anisotropyIndex_nonneg_and_eq_zero_iff {C : Matrix (Fin 6) (Fin 6) ℝ}
    (hC : C.PosDef) :
    0 ≤ anisotropyIndex C ∧
      (anisotropyIndex C = 0 ↔ ∃ a b : ℝ, C = a • hydrostatic + b • deviatoric) := by
  obtain ⟨J2, Jt, Jtr, K2, Kt, Ktr⟩ := projector_witness
  have hJ := sq_trace_le hC J2 Jt
  have hK := sq_trace_le hC K2 Kt
  rw [Jtr] at hJ
  rw [Ktr] at hK
  unfold anisotropyIndex
  refine ⟨by linarith, fun h => ?_, ?_⟩
  · -- both trace bounds must be sharp
    obtain ⟨a, ha⟩ := (trace_eq_iff hC J2 Jt).1 (by rw [Jtr]; linarith)
    obtain ⟨b, hb⟩ := (trace_eq_iff hC K2 Kt).1 (by rw [Ktr]; linarith)
    refine ⟨a, b, ?_⟩
    calc C = C * hydrostatic + C * deviatoric := by
          rw [← mul_add, deviatoric, add_sub_cancel, mul_one]
      _ = a • hydrostatic + b • deviatoric := by rw [ha, hb]
  · rintro ⟨a, b, h⟩
    have JK : hydrostatic * deviatoric = 0 := by
      rw [deviatoric, mul_sub, mul_one, J2, sub_self]
    have KJ : deviatoric * hydrostatic = 0 := by
      rw [deviatoric, sub_mul, one_mul, J2, sub_self]
    have e1 := (trace_eq_iff hC J2 Jt).2 ⟨a, by
      rw [h, add_mul, smul_mul_assoc, smul_mul_assoc, J2, KJ, smul_zero, add_zero]⟩
    have e2 := (trace_eq_iff hC K2 Kt).2 ⟨b, by
      rw [h, add_mul, smul_mul_assoc, smul_mul_assoc, K2, JK, smul_zero, zero_add]⟩
    rw [Jtr] at e1
    rw [Ktr] at e2
    linarith
```

## (h) Reuss against Voigt

Show that
$$K_R\le K_V,\quad G_R\le G_V,\quad A=\frac{K_V}{K_R}+5\frac{G_V}{G_R}-6.$$

By (b) the Reuss moduli are positive. Their definitions give $K_V/K_R=\mathrm{tr}(JC)\,\mathrm{tr}(JC^{-1})\ge1$ and $G_V/G_R=\mathrm{tr}(KC)\,\mathrm{tr}(KC^{-1})/25\ge1$, by (d). Substitution gives $A$; `field_simp` and `ring` do this algebra.

This orders the two averages; placing the modulus of an actual polycrystal between them needs a separate energy argument. For computed linear elastic constants with positive definite $C$, a clearly negative index points to an error in the inversion or the averages.

```lean
/-- For a positive definite stiffness, the Reuss averages of the bulk and shear moduli do
not exceed the Voigt averages, and the index is `K_V / K_R + 5 G_V / G_R - 6`. -/
theorem reuss_le_voigt {C : Matrix (Fin 6) (Fin 6) ℝ} (hC : C.PosDef) :
    bulkReuss C ≤ bulkVoigt C ∧ shearReuss C ≤ shearVoigt C ∧
      anisotropyIndex C
        = bulkVoigt C / bulkReuss C + 5 * (shearVoigt C / shearReuss C) - 6 := by
  obtain ⟨J2, Jt, Jtr, K2, Kt, Ktr⟩ := projector_witness
  have hJ := sq_trace_le hC J2 Jt
  have hK := sq_trace_le hC K2 Kt
  have sJ := projected_trace_pos hC.inv J2 Jt (fun h => by simp [h] at Jtr)
  have sK := projected_trace_pos hC.inv K2 Kt (fun h => by simp [h] at Ktr)
  rw [Jtr] at hJ
  rw [Ktr] at hK
  unfold bulkReuss bulkVoigt shearReuss shearVoigt anisotropyIndex
  refine ⟨?_, ?_, ?_⟩
  · rw [div_le_iff₀ (by positivity)]
    linarith
  · rw [div_le_iff₀ (by positivity)]
    linarith
  · have nJ := sJ.ne'
    have nK := sK.ne'
    field_simp
    ring

end

end UniversalAnisotropy
```

```lean
#print axioms UniversalAnisotropy.anisotropyIndex_nonneg_and_eq_zero_iff
#print axioms UniversalAnisotropy.reuss_le_voigt
```

```
'UniversalAnisotropy.anisotropyIndex_nonneg_and_eq_zero_iff' depends on axioms: [propext, Classical.choice, Quot.sound]
'UniversalAnisotropy.reuss_le_voigt' depends on axioms: [propext, Classical.choice, Quot.sound]
```
